# Mean square magnetisation of the zero-field Ising ring: ⟨M²⟩/n = exp(2K)(1 − tanhⁿK)/(1 + tanhⁿK)

To validate a Monte Carlo code I run it on a ring of n Ising spins s_i = ±1 in zero field, accumulate M² for the total magnetisation M = Σ s_i, and compare ⟨M²⟩/n with an exact number. The weight of a configuration is exp(K Σ s_i s_(i+1)), with K = J/(k_B T) for exchange constant J and temperature T, and with the last site bonded to the first. My rings are short, so I need the finite-size value. With t = tanh K and n ≥ 3 I use

    ⟨M²⟩/n = exp(2K) (1 − tⁿ)/(1 + tⁿ).

Is this exact for either sign of K, including antiferromagnetic rings of odd length? I would like to see every step and a machine-checked proof.

## The formula is exact for all real K and all n ≥ 1

It holds for every real K and every ring of n ≥ 1 spins with uniform nearest-neighbour coupling and no field, provided that for n = 1 and n = 2 the bond sum is read literally. The derivation cuts the ring open at one spin and sums out the others one at a time.

## Summing out one spin at a time

For spins a, b = ±1 the product ab is ±1, and exp(±K) = cosh K ± sinh K. With C = cosh K the transfer-matrix element is therefore

    exp(K ab) = C (1 + t ab).

The two cases read exp(K) = C(1 + t) and exp(−K) = C(1 − t). Both left sides and C are positive, so |t| < 1, and their ratio gives exp(2K)(1 − t) = 1 + t.

Take an open chain a, x_0, ..., x_(n−1), b with fixed end spins a, b and n free spins of magnetisation m = Σ x_i. It has n + 1 bonds. For a real function φ let Sₙ(a, b; φ) be the sum of exp(K × bond sum) φ(m) over the free spins. The first free spin c = x_0 contributes one bond factor, adds c to m, and is the left end of a shorter chain:

    Sₙ₊₁(a, b; φ) = Σ_c exp(K ac) Sₙ(c, b; m ↦ φ(c + m)).

A ring of n + 1 spins is such a chain with both ends equal to a = s_0, and M = a + m. Its weighted sum of φ(M) is the trace

    Σ_a Sₙ(a, a; m ↦ φ(a + m)).

For φ = 1 the chain sum is

    Sₙ(a, b; 1) = 2ⁿ Cⁿ⁺¹ (1 + tⁿ⁺¹ ab).

At n = 0 this is the single bond. The step uses Σ_c 1 = 2, Σ_c c = 0 and c² = 1, which give Σ_c (1 + t ac)(1 + tⁿ⁺¹ cb) = 2(1 + tⁿ⁺² ab). Setting b = a and summing over a yields (2C)ⁿ⁺¹(1 + tⁿ⁺¹) for n + 1 spins, so a ring of n spins has the partition function Z = (2C)ⁿ(1 + tⁿ).

## The second moment of the chain

Each step shifts the argument of φ, so the induction is run for φ(m) = (h + m)² with an arbitrary real shift h. The claim is

    Sₙ(a, b; (h + m)²) = 2ⁿ Cⁿ⁺¹ [h²(1 + tⁿ⁺¹ ab) + 2h(a + b)gₙ + uₙ + vₙ ab]

with coefficients gₙ, uₙ, vₙ that depend on t only. At n = 0 there is no free spin, the sum is C(1 + t ab)h², and g₀ = u₀ = v₀ = 0. For the step, replace a by c and h by h + c in the bracket and write the result as A + Bc using c² = 1:

    A = h² + 1 + 2h tⁿ⁺¹ b + 2gₙ(hb + 1) + uₙ

    B = 2h + (h² + 1) tⁿ⁺¹ b + 2gₙ(h + b) + vₙ b

Then Σ_c (1 + t ac)(A + Bc) = 2(A + t aB), and

    A + t aB = h²(1 + tⁿ⁺² ab) + 2h[a t(1 + gₙ) + b(gₙ + tⁿ⁺¹)] + (uₙ + 2gₙ + 1) + t(vₙ + 2gₙ + tⁿ⁺¹) ab.

This has the claimed form if

    gₙ₊₁ = t(1 + gₙ) = gₙ + tⁿ⁺¹,   uₙ₊₁ = uₙ + 2gₙ + 1,   vₙ₊₁ = t(vₙ + 2gₙ + tⁿ⁺¹).

The geometric sum gₙ = t + ... + tⁿ satisfies both conditions on g, and the solutions are

    gₙ = (t − tⁿ⁺¹)/(1 − t)

    uₙ = [n(1 + t) − 2gₙ]/(1 − t)

    vₙ = [2t − (n + 1)(1 + t)tⁿ⁺¹ + 2gₙ]/(1 − t) − tⁿ⁺¹ − 4gₙ.

For u, both uₙ₊₁ − uₙ and 2gₙ + 1 equal (1 + t − 2tⁿ⁺¹)/(1 − t). For v, multiply by 1 − t and use (1 − t)gₙ = t − tⁿ⁺¹ and gₙ₊₁ = t(1 + gₙ); both sides become t[2gₙ + 2tⁿ⁺¹ − (n + 1)(1 + t)tⁿ⁺¹].

## Closing the chain

For the ring of n + 1 spins put h = a = b. The bracket becomes 1 + tⁿ⁺¹ + 4gₙ + uₙ + vₙ for either value of a. The terms tⁿ⁺¹ and 4gₙ cancel against the tail of vₙ, and ±2gₙ cancel between the numerators, which leaves

    [(1 − t) + n(1 + t) + 2t − (n + 1)(1 + t)tⁿ⁺¹]/(1 − t) = (n + 1)(1 − tⁿ⁺¹)(1 + t)/(1 − t).

The sum over a gives a factor 2, and (1 + t)/(1 − t) = exp(2K). With n again the size of the ring,

    Z ⟨M²⟩ = (2C)ⁿ n exp(2K)(1 − tⁿ).

Since |tⁿ| < 1, the factor 1 + tⁿ is positive, also for negative t and odd n, and division by nZ gives your formula. At fixed K, tⁿ → 0, so ⟨M²⟩/n → exp(2K) as the ring grows.

## How the Lean objects encode the ring

A configuration is a function `Fin n → Bool` on the sites 0, ..., n − 1, and `spin` sends `true` to 1 and `false` to −1. `magnet` is M, in units of the moment of one spin. In `ringBonds` the neighbour `i + 1` is addition modulo n, so site n − 1 is bonded to site 0. `ringSum K n φ` is the unnormalised sum of weight times φ(M) over all 2ⁿ configurations, and `ringAverage` divides it by the same sum with φ = 1, which is Z. The sign convention is energy −J Σ s_i s_(i+1), so K > 0 is ferromagnetic and K < 0 antiferromagnetic. K is an arbitrary real number, which covers infinite temperature (K = 0) and excludes zero temperature. `chainBonds` and `chainSum` describe the open chain Sₙ, and `coeffG`, `coeffU`, `coeffV` are gₙ, uₙ, vₙ.

The only hypothesis is `[NeZero n]`, that is n ≥ 1. `ring_partition` states Z = (2 cosh K)ⁿ(1 + tanhⁿK), and `ring_mean_square` states the formula for ⟨M²⟩/n. `ring_mean_square_limit` states that for rings of n + 1 spins ⟨M²⟩/(n + 1) tends to exp(2K) at fixed K. For n = 1 the bond sum is s_0² = 1, so Z = 2 exp(K) and ⟨M²⟩ = 1, as the formulas give. For n = 2 the pair is counted twice, 2 s_0 s_1, and the formula reduces to 1 + tanh 2K. From n = 3 on every bond joins a distinct pair.

The Boltzmann weight is the definition of the average and is not derived. An external field, non-uniform or longer-range couplings, higher dimensions and higher moments of M are not treated, and the transfer matrix enters only through its elements, without eigenvalues. For this zero-field nearest-neighbour ring the result is an exact reference value for a sampler, and it is also the thermal average of (Σ σᶻ_i)² per site for the quantum ring −J Σ σᶻ_i σᶻ_(i+1) of Pauli matrices σᶻ_i without transverse field, because that Hamiltonian is diagonal in the configuration basis. If a field H adds −H M to the energy, then ⟨M⟩ = 0 at H = 0 by flipping all spins, so ⟨M²⟩/n is k_B T times the zero-field susceptibility per spin, (1/n) ∂⟨M⟩/∂H at H = 0. These two readings and the small examples at the end are argued in the prose only and are not theorems of the file.

```lean
import Mathlib

open Real Filter Topology

namespace IsingRingFluctuation

noncomputable section

/-- The value `±1` of an Ising spin. -/
def spin : Bool → ℝ
  | true => 1
  | false => -1

/-- Total magnetisation `M = ∑ s_i`. -/
def magnet {n : ℕ} (s : Fin n → Bool) : ℝ := ∑ i, spin (s i)

/-- Bond sum `∑ s_i s_(i+1)` on a ring, the index `i + 1` taken modulo `n`. -/
def ringBonds {n : ℕ} [NeZero n] (s : Fin n → Bool) : ℝ := ∑ i, spin (s i) * spin (s (i + 1))

/-- Sum of `φ(M)` over all ring configurations with weight `exp (K ∑ s_i s_(i+1))`. -/
def ringSum (K : ℝ) (n : ℕ) [NeZero n] (φ : ℝ → ℝ) : ℝ :=
  ∑ s : Fin n → Bool, exp (K * ringBonds s) * φ (magnet s)

/-- Gibbs average `⟨φ(M)⟩` on the ring of `n` spins. -/
def ringAverage (K : ℝ) (n : ℕ) [NeZero n] (φ : ℝ → ℝ) : ℝ :=
  ringSum K n φ / ringSum K n (fun _ => 1)

/-- Bond sum of an open chain `a, x_0, ..., x_(n-1), b`, peeled off from the left. -/
def chainBonds : (n : ℕ) → Bool → (Fin n → Bool) → Bool → ℝ
  | 0, a, _, b => spin a * spin b
  | n + 1, a, x, b => spin a * spin (x 0) + chainBonds n (x 0) (fun i => x i.succ) b

/-- Weighted sum of `φ(m)` over `n` free spins between fixed end spins `a` and `b`,
with `m` the magnetisation of the free spins. -/
def chainSum (K : ℝ) (n : ℕ) (a b : Bool) (φ : ℝ → ℝ) : ℝ :=
  ∑ x : Fin n → Bool, exp (K * chainBonds n a x b) * φ (magnet x)

/-- The coefficient `g = (t - t^(n+1)) / (1 - t)` of the chain second moment. -/
def coeffG (t : ℝ) (n : ℕ) : ℝ := (t - t ^ (n + 1)) / (1 - t)

/-- The coefficient `u = (n (1 + t) - 2 g) / (1 - t)` of the chain second moment. -/
def coeffU (t : ℝ) (n : ℕ) : ℝ := (n * (1 + t) - 2 * coeffG t n) / (1 - t)

/-- The coefficient `v = (2t - (n+1)(1+t) t^(n+1) + 2g) / (1 - t) - t^(n+1) - 4g`
of the chain second moment. -/
def coeffV (t : ℝ) (n : ℕ) : ℝ :=
  (2 * t - (n + 1) * (1 + t) * t ^ (n + 1) + 2 * coeffG t n) / (1 - t)
    - t ^ (n + 1) - 4 * coeffG t n

/-- Transfer-matrix element: `exp (K a b) = cosh K (1 + tanh K · a b)` for spins `a, b`. -/
theorem bond_weight (K : ℝ) (a b : Bool) :
    exp (K * (spin a * spin b)) = cosh K * (1 + tanh K * (spin a * spin b)) := by
  have hc : cosh K * tanh K = sinh K := by
    have := (cosh_pos K).ne'
    rw [tanh_eq_sinh_div_cosh]
    field_simp
  have h : spin a * spin b = 1 ∨ spin a * spin b = -1 := by
    cases a <;> cases b <;> simp [spin]
  rcases h with h | h
  · rw [h, mul_one K, ← Real.cosh_add_sinh]
    linear_combination -hc
  · rw [h, mul_neg_one K, ← Real.cosh_sub_sinh]
    linear_combination hc

/-- With `t = tanh K` one has `|t| < 1` and `exp (2K) (1 - t) = 1 + t`. -/
theorem tanh_facts (K : ℝ) :
    |tanh K| < 1 ∧ exp (2 * K) * (1 - tanh K) = 1 + tanh K := by
  have hc := cosh_pos K
  have p : exp K = cosh K * (1 + tanh K) := by
    simpa [spin] using bond_weight K true true
  have q : exp (-K) = cosh K * (1 - tanh K) := by
    simpa [spin, sub_eq_add_neg] using bond_weight K true false
  have h1 : 0 < 1 + tanh K := by nlinarith [exp_pos K, hc]
  have h2 : 0 < 1 - tanh K := by nlinarith [exp_pos (-K), hc]
  refine ⟨abs_lt.2 ⟨by linarith, by linarith⟩, ?_⟩
  have e : exp (2 * K) * exp (-K) = exp K := by
    rw [← exp_add]
    congr 1
    ring
  apply mul_left_cancel₀ hc.ne'
  linear_combination e + p - exp (2 * K) * q

/-- A sum over `n + 1` spins is a sum over the first spin and over the other `n`. -/
theorem sum_cons {n : ℕ} (f : (Fin (n + 1) → Bool) → ℝ) :
    ∑ x, f x = ∑ c : Bool, ∑ y : Fin n → Bool, f (Fin.cons c y : Fin (n + 1) → Bool) := by
  let e : Bool × (Fin n → Bool) ≃ (Fin (n + 1) → Bool) := Fin.consEquiv (fun _ => Bool)
  rw [← e.sum_comp f, Fintype.sum_prod_type]
  rfl

/-- Transfer step: the first free spin `c` contributes the weight `exp (K a c)`, shifts the
magnetisation by `c` and becomes the left end of the shorter chain. -/
theorem transfer_step (K : ℝ) (n : ℕ) (a b : Bool) (φ : ℝ → ℝ) :
    chainSum K (n + 1) a b φ =
      ∑ c, exp (K * (spin a * spin c)) * chainSum K n c b (fun m => φ (spin c + m)) := by
  unfold chainSum
  rw [sum_cons]
  refine Finset.sum_congr rfl fun c _ => ?_
  rw [Finset.mul_sum]
  refine Finset.sum_congr rfl fun y _ => ?_
  simp only [chainBonds, magnet, Fin.sum_univ_succ, Fin.cons_zero, Fin.cons_succ, mul_add,
    Real.exp_add, mul_assoc]

/-- Trace formula: the ring of `n + 1` spins is the chain of `n` free spins with both ends
equal to one spin `a`, summed over `a`. -/
theorem ring_trace (K : ℝ) (n : ℕ) (φ : ℝ → ℝ) :
    ringSum K (n + 1) φ = ∑ a, chainSum K n a a (fun m => φ (spin a + m)) := by
  -- the recursive bond sum written out
  have hopen : ∀ (m : ℕ) (x : Fin (m + 1) → Bool) (b : Bool),
      chainBonds m (x 0) (fun i => x i.succ) b =
        ∑ i : Fin m, spin (x i.castSucc) * spin (x i.succ) + spin (x (Fin.last m)) * spin b := by
    intro m
    induction m with
    | zero =>
      intro x b
      have h0 : Fin.last 0 = 0 := rfl
      simp [chainBonds, h0]
    | succ m ih =>
      intro x b
      have h := ih (fun i => x i.succ) b
      have hc : ∀ i : Fin m, i.succ.castSucc = i.castSucc.succ := fun _ => rfl
      rw [Fin.sum_univ_succ]
      simp only [chainBonds, hc, Fin.castSucc_zero, Fin.succ_last] at h ⊢
      linarith
  -- the last bond closes the ring
  have hring : ∀ x : Fin (n + 1) → Bool,
      ringBonds x = chainBonds n (x 0) (fun i => x i.succ) (x 0) := by
    intro x
    rw [hopen, ringBonds, Fin.sum_univ_castSucc]
    simp only [Fin.coeSucc_eq_succ, Fin.last_add_one]
  unfold ringSum chainSum
  rw [sum_cons]
  refine Finset.sum_congr rfl fun a _ => Finset.sum_congr rfl fun y _ => ?_
  rw [hring]
  simp only [magnet, Fin.sum_univ_succ, Fin.cons_zero, Fin.cons_succ]

/-- Partition sum of the chain with fixed ends: `2^n cosh^(n+1) K (1 + tanh^(n+1) K · a b)`. -/
theorem chain_partition (K : ℝ) (n : ℕ) (a b : Bool) :
    chainSum K n a b (fun _ => 1) =
      2 ^ n * cosh K ^ (n + 1) * (1 + tanh K ^ (n + 1) * (spin a * spin b)) := by
  have hT : spin true = 1 := rfl
  have hF : spin false = -1 := rfl
  induction n generalizing a with
  | zero =>
    have h0 : chainSum K 0 a b (fun _ => 1) = exp (K * (spin a * spin b)) := by
      simp [chainSum, chainBonds]
    rw [h0, bond_weight]
    ring
  | succ n ih =>
    rw [transfer_step, Fintype.sum_bool]
    simp only [ih, bond_weight]
    simp only [hT, hF]
    ring

/-- Weighted sum of `(h + m)²` for the chain with fixed ends, in terms of `g, u, v`. -/
theorem chain_second_moment (K : ℝ) (n : ℕ) (a b : Bool) (h : ℝ) :
    chainSum K n a b (fun m => (h + m) ^ 2) =
      2 ^ n * cosh K ^ (n + 1) * (h ^ 2 * (1 + tanh K ^ (n + 1) * (spin a * spin b))
        + 2 * h * (spin a + spin b) * coeffG (tanh K) n
        + coeffU (tanh K) n + coeffV (tanh K) n * (spin a * spin b)) := by
  have hT : spin true = 1 := rfl
  have hF : spin false = -1 := rfl
  have ht : 1 - tanh K ≠ 0 := (sub_pos.2 (abs_lt.1 (tanh_facts K).1).2).ne'
  induction n generalizing a h with
  | zero =>
    have h0 : chainSum K 0 a b (fun m => (h + m) ^ 2) =
        exp (K * (spin a * spin b)) * h ^ 2 := by
      simp [chainSum, chainBonds, magnet]
    rw [h0, bond_weight]
    simp only [coeffU, coeffV, coeffG]
    push_cast
    field_simp
    ring
  | succ n ih =>
    -- the summed spin `c = ±1` shifts `h` to `h + c`
    rw [transfer_step, Fintype.sum_bool]
    simp only [← add_assoc, ih, bond_weight]
    simp only [hT, hF, coeffU, coeffV, coeffG]
    push_cast
    field_simp
    ring

/-- Partition function of the ring: `Z = (2 cosh K)^n (1 + tanh^n K)`. -/
theorem ring_partition (K : ℝ) (n : ℕ) [NeZero n] :
    ringSum K n (fun _ => 1) = (2 * cosh K) ^ n * (1 + tanh K ^ n) := by
  have hT : spin true = 1 := rfl
  have hF : spin false = -1 := rfl
  obtain ⟨m, rfl⟩ : ∃ m, n = m + 1 := ⟨n - 1, by have := NeZero.ne n; omega⟩
  rw [ring_trace, Fintype.sum_bool]
  simp only [chain_partition]
  simp only [hT, hF]
  ring

/-- Mean square magnetisation per spin of a ring of `n ≥ 1` spins: `⟨M²⟩ / n = exp (2K) (1 - t^n) /
(1 + t^n)` with `t = tanh K`. -/
theorem ring_mean_square (K : ℝ) (n : ℕ) [NeZero n] :
    ringAverage K n (fun M => M ^ 2) / (n : ℝ) =
      exp (2 * K) * (1 - tanh K ^ n) / (1 + tanh K ^ n) := by
  have hT : spin true = 1 := rfl
  have hF : spin false = -1 := rfl
  obtain ⟨habs, hexp⟩ := tanh_facts K
  have ht : 1 - tanh K ≠ 0 := (sub_pos.2 (abs_lt.1 habs).2).ne'
  have hE : exp (2 * K) = (1 + tanh K) / (1 - tanh K) := (eq_div_iff ht).2 hexp
  obtain ⟨m, rfl⟩ : ∃ m, n = m + 1 := ⟨n - 1, by have := NeZero.ne n; omega⟩
  have hN : 1 + tanh K ^ (m + 1) ≠ 0 := by
    have h1 : |tanh K| ^ (m + 1) < 1 := pow_lt_one₀ (abs_nonneg _) habs (by omega)
    rw [← abs_pow] at h1
    have h2 := (abs_lt.1 h1).1
    have h3 : 0 < 1 + tanh K ^ (m + 1) := by linarith
    exact h3.ne'
  -- close the chain: `h = a = b`, summed over `a`
  have hS : ringSum K (m + 1) (fun M => M ^ 2) =
      (2 * cosh K) ^ (m + 1) * (((m : ℝ) + 1) * exp (2 * K) * (1 - tanh K ^ (m + 1))) := by
    rw [ring_trace, Fintype.sum_bool, hE]
    simp only [chain_second_moment]
    simp only [hT, hF, coeffU, coeffV, coeffG]
    field_simp
    ring
  have hc : (2 * cosh K) ^ (m + 1) ≠ 0 := by
    have := cosh_pos K
    positivity
  have hm : (m : ℝ) + 1 ≠ 0 := by positivity
  rw [ringAverage, hS, ring_partition, mul_div_mul_left _ _ hc]
  push_cast
  generalize tanh K ^ (m + 1) = N at hN ⊢
  field_simp

/-- As the number of spins on the ring grows, `⟨M²⟩ / n` tends to `exp (2K)`. -/
theorem ring_mean_square_limit (K : ℝ) :
    Tendsto (fun n : ℕ => ringAverage K (n + 1) (fun M => M ^ 2) / ((n + 1 : ℕ) : ℝ))
      atTop (𝓝 (exp (2 * K))) := by
  have h0 : Tendsto (fun n : ℕ => tanh K ^ (n + 1)) atTop (𝓝 0) :=
    (tendsto_pow_atTop_nhds_zero_of_abs_lt_one (tanh_facts K).1).comp (tendsto_add_atTop_nat 1)
  have h1 := ((h0.const_sub 1).const_mul (exp (2 * K))).div (h0.const_add 1) (by norm_num)
  have e : exp (2 * K) * (1 - 0) / (1 + 0) = exp (2 * K) := by norm_num
  rw [e] at h1
  exact h1.congr fun n => (ring_mean_square K (n + 1)).symm

end

end IsingRingFluctuation
```

```lean
#print axioms IsingRingFluctuation.ring_mean_square
#print axioms IsingRingFluctuation.ring_mean_square_limit
```

```
'IsingRingFluctuation.ring_mean_square' depends on axioms: [propext, Classical.choice, Quot.sound]
'IsingRingFluctuation.ring_mean_square_limit' depends on axioms: [propext, Classical.choice, Quot.sound]
```

## How the lemmas follow the calculation

`bond_weight` splits into ab = 1 and ab = −1, rewrites exp(±K) as cosh K ± sinh K, and closes each case with `hc`, the identity cosh K · tanh K = sinh K. `tanh_facts` takes the two cases as `p` and `q`, obtains 1 + t > 0 and 1 − t > 0 from the positivity of the exponential and of cosh K, and replaces the ratio by exp(2K) exp(−K) = exp(K) followed by cancellation of cosh K.

`sum_cons` splits a sum over n + 1 spins into the first spin and the other n. `transfer_step` applies it to the chain: the bond sum and the magnetisation each lose their first term, and `Real.exp_add` turns the first bond into a factor. In `ring_trace`, `hopen` shows by induction that the recursive bond sum equals the explicit sum over neighbouring pairs plus the last bond to b. `hring` sets b to the first spin and identifies that last bond with the one that wraps around the ring.

`chain_partition` is the induction for φ = 1, with `generalizing a` because the left end changes from a to c. After the sum over c = ±1 is written out, `ring` verifies the product identity. `chain_second_moment` generalises over both a and h, and `← add_assoc` regroups h + (c + m) as (h + c) + m so that the induction hypothesis applies with the shifted h. The three recurrences are not stated separately. The closed forms are inserted, `field_simp` clears the denominators using `ht`, which says 1 − t ≠ 0, and `ring` checks the whole polynomial identity in h, t, tⁿ and the end spins.

`ring_partition` and `ring_mean_square` write the ring size as `m + 1`, where `m` now counts the free spins, and apply the trace formula. In the latter, `hE` is exp(2K) = (1 + t)/(1 − t), `hS` is the value of Z⟨M²⟩ from h = a = b, and `hN` and `hc` show that both factors of Z are non-zero, so the quotient is a true division. The factor (2C)ⁿ cancels through `mul_div_mul_left`. The limit theorem takes tⁿ⁺¹ → 0 from |t| < 1, passes to the limit in numerator and denominator, and transfers the result with `ring_mean_square`.

## Empty and open systems

Without n ≥ 1 the partition formula is false. With no spins there is one empty configuration of weight 1, so Z = 1, while (2C)⁰(1 + t⁰) = 2. The ratio ⟨M²⟩/n has no meaning there, and in Lean the neighbour `i + 1` needs `[NeZero n]` to be written.

The closing bond matters as well. Take n = 3 and t = 1/2, so exp(2K) = 3. The ring gives 3 · (7/8)/(9/8) = 7/3. Without the bond between sites 2 and 0 the weight is proportional to (1 + t s_0 s_1)(1 + t s_1 s_2), so ⟨s_0 s_1⟩ = ⟨s_1 s_2⟩ = t and ⟨s_0 s_2⟩ = t². Then ⟨M²⟩/3 = 1 + (4t + 2t²)/3 = 11/6. A code with open boundaries, or a two-site code that counts the pair once and gives 1 + t, should not be compared with the ring formula.
